# Least-squares exact-exchange fraction at fixed orbitals: a mean weighted by squared exchange sensitivity

Fit the exact-exchange fraction of a hybrid functional to each reaction of a benchmark separately, average the results, and the squared error of the averaged hybrid can be far larger than it needs to be. Take two reactions whose energies rise by 10 and 1 kcal/mol when the fraction goes from 0 to 1 at fixed orbitals, and which are reproduced exactly at fractions 0.2 and 0.6. The plain average, 0.4, gives errors of 2 and −0.2 kcal/mol, with a squared sum of 4.04. The fraction 0.2 gives 0 and −0.4, with a squared sum of 0.16.

The problem is to find the single fraction that minimises the summed squared error over a finite benchmark, and to say how much error must remain. The parts below solve it for reactions whose energies all change with the fraction. This bears on the parametrisation of global hybrids, with one fitted parameter and orbitals that do not change with it.

```lean
import Mathlib

open Finset

namespace ExchangeFractionFit

noncomputable section
```

## The data of a benchmark

Each reaction $i$ has four real numbers: the reaction energy without exchange $R_i$ (`rest`, which includes correlation), the semilocal exchange contribution $X_i$ (`semilocalX`), the exact exchange contribution $K_i$ (`exactX`), and the reference energy $r_i$ (`ref`). All are differences between products and reactants, in one common energy unit.

```lean
/-- Fixed-orbital data of a set of reactions: the reaction energy without exchange, the
semilocal and exact exchange contributions, and the reference reaction energy. -/
structure ReactionSet (ι : Type*) where
  rest : ι → ℝ
  semilocalX : ι → ℝ
  exactX : ι → ℝ
  ref : ι → ℝ
```

The hybrid with exact-exchange fraction $a$ predicts
$$E_i(a) = R_i + (1-a)X_i + aK_i .$$

```lean
variable {ι : Type*} (B : ReactionSet ι)

/-- The reaction energy of the global hybrid with exact-exchange fraction `a`. -/
def ReactionSet.hybrid (a : ℝ) (i : ι) : ℝ :=
  B.rest i + (1 - a) * B.semilocalX i + a * B.exactX i
```

Here $a$ may be any real number; it is not confined to $[0,1]$. Fixed orbitals enter through the fact that $R_i$, $X_i$ and $K_i$ do not depend on $a$. In a self-consistent calculation the orbitals relax as $a$ changes, $E_i(a)$ is in general no longer linear, and the results below do not carry over without a further argument.

The exchange sensitivity is $d_i = K_i - X_i$, the slope of $E_i$ in $a$.

```lean
/-- The exchange sensitivity of a reaction: exact minus semilocal exchange. -/
def ReactionSet.sens (i : ι) : ℝ := B.exactX i - B.semilocalX i
```

The fraction fitted to reaction $i$ alone is
$$a_i = \frac{r_i - R_i - X_i}{d_i}.$$
Lean calls it `ideal`, which means only that it reproduces one reference energy. It has this meaning when $d_i \neq 0$, the condition imposed in every part.

```lean
/-- The exchange fraction fitted to reaction `i` alone, for a reaction of nonzero
exchange sensitivity. -/
def ReactionSet.ideal (i : ι) : ℝ :=
  (B.ref i - B.rest i - B.semilocalX i) / B.sens i
```

## (a) The error of a single reaction

**Task.** For $d_i \neq 0$, derive from the definitions
$$E_i(a) - r_i = d_i\,(a - a_i).$$

**Solution.** Collecting the terms in $a$ gives $E_i(a) = R_i + X_i + a d_i$. Multiplying the definition of $a_i$ by $d_i$ gives $r_i - R_i - X_i = a_i d_i$. Hence
$$E_i(a) - r_i = a d_i - (r_i - R_i - X_i) = a d_i - a_i d_i .$$

```lean
/-- For a reaction of nonzero sensitivity, the signed hybrid error is the sensitivity times the
difference `a - B.ideal i` between the exchange fraction and its ideal value. -/
theorem hybrid_error (a : ℝ) (i : ι) (h : B.sens i ≠ 0) :
    B.hybrid a i - B.ref i = B.sens i * (a - B.ideal i) := by
  have key : B.ref i - B.rest i - B.semilocalX i = B.ideal i * B.sens i :=
    (div_eq_iff h).mp rfl
  have hs : B.sens i = B.exactX i - B.semilocalX i := rfl
  unfold ReactionSet.hybrid
  linear_combination -key - a * hs
```

The hypothesis `h` is $d_i \neq 0$ for this one reaction. The step `key` is the multiplied-out definition of $a_i$, `hs` is the definition of $d_i$, and `linear_combination` carries out the subtraction.

## (b) The summed squared error

The reactions now form a finite set, expressed by `Fintype ι`. The quantity to minimise is
$$Q(a) = \sum_i \bigl(E_i(a) - r_i\bigr)^2 .$$

```lean
variable [Fintype ι]

/-- The summed squared error of the hybrid over all reactions. -/
def ReactionSet.sqError (a : ℝ) : ℝ := ∑ i, (B.hybrid a i - B.ref i) ^ 2
```

Write $W = \sum_i d_i^2$ for the total squared sensitivity. The candidate for the fitted fraction, `best` in Lean, is
$$a^* = \frac{1}{W}\sum_i d_i^2 a_i .$$
At this stage the name is only a label; part (e) justifies it.

```lean
/-- The mean of the ideal fractions weighted by squared sensitivity, for a reaction set in
which some sensitivity is nonzero. -/
def ReactionSet.best : ℝ :=
  (∑ i, B.sens i ^ 2 * B.ideal i) / ∑ i, B.sens i ^ 2
```

**Task.** With every $d_i \neq 0$, show that
$$Q(a) = \sum_i d_i^2\,(a - a_i)^2 .$$

**Solution.** Insert (a) into each term and square the product.

```lean
variable {B}

/-- If every sensitivity is nonzero, the squared error is a sum of squared distances from
the ideal fractions, weighted by squared sensitivity. -/
theorem sqError_weighted (h : ∀ i, B.sens i ≠ 0) (a : ℝ) :
    B.sqError a = ∑ i, B.sens i ^ 2 * (a - B.ideal i) ^ 2 := by
  unfold ReactionSet.sqError
  refine sum_congr rfl fun i _ => ?_
  rw [hybrid_error B a i (h i)]
  ring
```

The hypothesis now reads `∀ i, B.sens i ≠ 0`. The proof compares the two sums term by term with `sum_congr` and rewrites each error by `hybrid_error`.

## (c) The total squared sensitivity

**Task.** For a nonempty benchmark with every $d_i \neq 0$, show that
$$W > 0 .$$

**Solution.** Each $d_i^2$ is positive, and there is at least one of them.

```lean
/-- A nonempty reaction set with nonzero sensitivities has positive total squared
sensitivity. -/
theorem total_pos [Nonempty ι] (h : ∀ i, B.sens i ≠ 0) :
    0 < ∑ i, B.sens i ^ 2 := by
  refine sum_pos (fun i _ => ?_) univ_nonempty
  have := h i
  positivity
```

`Nonempty ι` says that the benchmark contains a reaction. `sum_pos` needs precisely the two facts used above.

## (d) The cost of moving away from the weighted mean

**Task.** Under the same conditions, show that for every $a$
$$Q(a) = Q(a^*) + W\,(a - a^*)^2 .$$

**Solution.** Expanding (b) gives, for any $x$,
$$Q(x) = W x^2 - 2x\sum_i d_i^2 a_i + \sum_i d_i^2 a_i^2 ,$$
and $\sum_i d_i^2 a_i = W a^*$ by the definition of $a^*$. The constant term cancels in the difference:
$$\begin{aligned}
Q(a) - Q(a^*) &= W(a^2 - a^{*2}) - 2(a - a^*)W a^* \\
&= W(a-a^*)(a + a^* - 2a^*) = W(a-a^*)^2 .
\end{aligned}$$

```lean
/-- For a nonempty reaction set with nonzero sensitivities, the squared error at any fraction
exceeds that at the weighted mean by the total squared sensitivity times the squared displacement.
-/
theorem sqError_displacement [Nonempty ι] (h : ∀ i, B.sens i ≠ 0) (a : ℝ) :
    B.sqError a = B.sqError B.best + (∑ i, B.sens i ^ 2) * (a - B.best) ^ 2 := by
  -- the squared error is a quadratic polynomial in the exchange fraction
  have expand : ∀ x, B.sqError x = x ^ 2 * (∑ i, B.sens i ^ 2)
      - 2 * x * (∑ i, B.sens i ^ 2 * B.ideal i)
      + ∑ i, B.sens i ^ 2 * B.ideal i ^ 2 := by
    intro x
    rw [sqError_weighted h, mul_sum, mul_sum, ← sum_sub_distrib, ← sum_add_distrib]
    exact sum_congr rfl fun i _ => by ring
  have hT : ∑ i, B.sens i ^ 2 * B.ideal i = B.best * ∑ i, B.sens i ^ 2 :=
    (div_eq_iff (total_pos h).ne').mp rfl
  -- complete the square
  rw [expand a, expand B.best]
  linear_combination (2 * B.best - 2 * a) * hT
```

`expand` is the quadratic polynomial, and `hT` is the relation between its linear coefficient and $a^*$, obtained from the definition of $a^*$ by `div_eq_iff`, which takes $W \neq 0$ as a hypothesis. The last line completes the square.

## (e) The minimiser and the condition for a perfect fit

**Task.** For a nonempty benchmark with every $d_i \neq 0$, show that $a^*$ is the only minimiser of $Q$ over the real numbers, and that
$$Q(a^*) = 0 \iff a_i = a_j \text{ for all } i, j .$$

**Solution.** In (d) the added term is nonnegative, so $Q(a^*) \le Q(a)$ for all $a$. If $b \neq a^*$, that term is positive at $a=b$, so $Q(b) > Q(a^*)$ and $b$ is not a minimiser.

If $Q(a^*) = 0$, then by (b) a sum of nonnegative terms $d_i^2(a^*-a_i)^2$ vanishes. Each term vanishes, and $d_i \neq 0$ gives $a_i = a^*$ for every $i$. Conversely, if all $a_i$ agree, pick a reaction $k$. Then $Q(a_k) = 0$ by (b), and $0 \le Q(a^*) \le Q(a_k) = 0$.

```lean
/-- For a nonempty reaction set with nonzero sensitivities, the weighted mean of the ideal
fractions is the unique minimizer of the squared error, and the minimum is zero if and only
if all ideal fractions coincide. -/
theorem least_squares_fraction [Nonempty ι] (h : ∀ i, B.sens i ≠ 0) :
    (∀ a, B.sqError B.best ≤ B.sqError a) ∧
    (∀ b, (∀ a, B.sqError b ≤ B.sqError a) → b = B.best) ∧
    (B.sqError B.best = 0 ↔ ∀ i j, B.ideal i = B.ideal j) := by
  have hS := total_pos h
  have hmin : ∀ a, B.sqError B.best ≤ B.sqError a := by
    intro a
    have h1 := sqError_displacement h a
    have h2 := mul_nonneg hS.le (sq_nonneg (a - B.best))
    linarith
  refine ⟨hmin, fun b hb => ?_, fun h0 => ?_, fun hc => ?_⟩
  · -- any other fraction has a strictly larger error
    by_contra hne
    have hd : b - B.best ≠ 0 := sub_ne_zero.mpr hne
    have h1 : 0 < (∑ i, B.sens i ^ 2) * (b - B.best) ^ 2 :=
      mul_pos hS (by positivity)
    have h2 := sqError_displacement h b
    have h3 := hb B.best
    linarith
  · -- a vanishing sum of squares vanishes reaction by reaction
    rw [sqError_weighted h, sum_eq_zero_iff_of_nonneg (fun i _ => by positivity)] at h0
    have hi : ∀ i, B.best = B.ideal i := by
      intro i
      have h1 := (mul_eq_zero.mp (h0 i (mem_univ i))).resolve_left (pow_ne_zero 2 (h i))
      exact sub_eq_zero.mp (pow_eq_zero_iff (two_ne_zero) |>.mp h1)
    exact fun i j => (hi i).symm.trans (hi j)
  · -- the common ideal fraction has no error
    obtain ⟨k⟩ := ‹Nonempty ι›
    have h1 : B.sqError (B.ideal k) = 0 := by
      rw [sqError_weighted h]
      refine sum_eq_zero fun i _ => ?_
      rw [hc k i]
      ring
    have h2 : 0 ≤ B.sqError B.best := sum_nonneg fun i _ => sq_nonneg _
    exact le_antisymm (h1 ▸ hmin (B.ideal k)) h2
```

The theorem is a conjunction of three statements: minimality, uniqueness among all global minimisers, and the equivalence. `hmin` is the first. The second is proved by contradiction from `sqError_displacement`. For the third, `sum_eq_zero_iff_of_nonneg` splits the vanishing sum into its terms, and `le_antisymm` closes the converse.

In the smallest case, a benchmark of one reaction, $a^* = a_1$ and the fit is perfect.

## (f) The error that remains

**Task.** Under the conditions of (e), express the minimum through the disagreements between individual fractions:
$$Q(a^*) = \frac{1}{2W}\sum_i\sum_j d_i^2 d_j^2\,(a_i - a_j)^2 .$$

**Solution.** For fixed $i$, (b) identifies the inner sum as $d_i^2 Q(a_i)$. By (d) this equals
$$d_i^2\,Q(a^*) + W d_i^2\,(a^* - a_i)^2 .$$
Summing over $i$, the first term gives $W Q(a^*)$, and by (b) the second gives $W Q(a^*)$ again. The double sum is therefore $2W Q(a^*)$; divide by $2W$.

```lean
/-- For a nonempty reaction set with nonzero sensitivities, the squared error at the weighted mean
is a weighted sum of the squared pairwise differences of the ideal fractions. -/
theorem residual_pairwise [Nonempty ι] (h : ∀ i, B.sens i ≠ 0) :
    B.sqError B.best =
      (∑ i, ∑ j, B.sens i ^ 2 * B.sens j ^ 2 * (B.ideal i - B.ideal j) ^ 2) /
        (2 * ∑ i, B.sens i ^ 2) := by
  have hS := total_pos h
  -- the inner sum is the squared sensitivity of reaction i times the squared error at its
  -- ideal fraction, rewritten with `sqError_displacement`
  have inner_sum : ∀ i,
      ∑ j, B.sens i ^ 2 * B.sens j ^ 2 * (B.ideal i - B.ideal j) ^ 2 =
        B.sens i ^ 2 * B.sqError B.best +
          (∑ k, B.sens k ^ 2) * (B.sens i ^ 2 * (B.best - B.ideal i) ^ 2) := by
    intro i
    have h1 : ∑ j, B.sens i ^ 2 * B.sens j ^ 2 * (B.ideal i - B.ideal j) ^ 2 =
        B.sens i ^ 2 * B.sqError (B.ideal i) := by
      rw [sqError_weighted h, mul_sum]
      exact sum_congr rfl fun j _ => by ring
    rw [h1, sqError_displacement h (B.ideal i)]
    ring
  rw [eq_div_iff (mul_pos two_pos hS).ne', sum_congr rfl fun i _ => inner_sum i,
    sum_add_distrib, ← sum_mul, ← mul_sum, ← sqError_weighted h]
  ring
```

`inner_sum` is the identity for fixed $i$. The final rewriting multiplies by $2W$, splits the outer sum and recognises $Q(a^*)$ in the second part.

For two reactions the formula becomes $Q(a^*) = d_1^2 d_2^2 (a_1-a_2)^2/(d_1^2+d_2^2)$. The opening example gives $16/101 \approx 0.158$ in (kcal/mol)², slightly below the 0.16 found at fraction 0.2.

## (g) The pull of a sensitive reaction

**Task.** Let every $d_i \neq 0$, choose a reaction $j$, and suppose $|a_i - a_j| \le D$ for all $i$. Show that
$$|a^* - a_j| \le \left(1 - \frac{d_j^2}{W}\right) D .$$

**Solution.** From the definition of $a^*$,
$$W(a^* - a_j) = \sum_i d_i^2 (a_i - a_j).$$
The term $i=j$ is zero. The triangle inequality bounds the rest:
$$W|a^* - a_j| \le \sum_{i\neq j} d_i^2 D = (W - d_j^2)D .$$
Divide by $W > 0$.

```lean
/-- If every sensitivity is nonzero and all ideal fractions lie within `D` of that of
reaction `j`, the weighted mean lies within `D` times the share of the total squared
sensitivity carried by the other reactions. -/
theorem sensitive_reaction_dominates (h : ∀ i, B.sens i ≠ 0) (j : ι) (D : ℝ)
    (hD : ∀ i, |B.ideal i - B.ideal j| ≤ D) :
    |B.best - B.ideal j| ≤ (1 - B.sens j ^ 2 / ∑ i, B.sens i ^ 2) * D := by
  classical
  have : Nonempty ι := ⟨j⟩
  have hS := total_pos h
  have hT : ∑ i, B.sens i ^ 2 * B.ideal i = B.best * ∑ i, B.sens i ^ 2 :=
    (div_eq_iff hS.ne').mp rfl
  have key : (B.best - B.ideal j) * ∑ i, B.sens i ^ 2 =
      ∑ i, B.sens i ^ 2 * (B.ideal i - B.ideal j) := by
    simp only [mul_sub, sum_sub_distrib, ← sum_mul]
    linear_combination -hT
  -- reaction j itself does not pull the fit away from its ideal fraction
  have bound : ∀ i, |B.sens i ^ 2 * (B.ideal i - B.ideal j)| ≤
      B.sens i ^ 2 * D - (if i = j then B.sens j ^ 2 * D else 0) := by
    intro i
    by_cases hij : i = j
    · subst hij
      simp
    · rw [if_neg hij, sub_zero, abs_mul, abs_of_nonneg (sq_nonneg (B.sens i))]
      exact mul_le_mul_of_nonneg_left (hD i) (sq_nonneg _)
  have hw : B.sens j ^ 2 = B.sens j ^ 2 / (∑ i, B.sens i ^ 2) * ∑ i, B.sens i ^ 2 :=
    (div_eq_iff hS.ne').mp rfl
  refine le_of_mul_le_mul_right ?_ hS
  calc |B.best - B.ideal j| * ∑ i, B.sens i ^ 2
      = |∑ i, B.sens i ^ 2 * (B.ideal i - B.ideal j)| := by
        rw [← key, abs_mul, abs_of_pos hS]
    _ ≤ ∑ i, |B.sens i ^ 2 * (B.ideal i - B.ideal j)| := abs_sum_le_sum_abs _ _
    _ ≤ ∑ i, (B.sens i ^ 2 * D - (if i = j then B.sens j ^ 2 * D else 0)) :=
        sum_le_sum fun i _ => bound i
    _ = (∑ i, B.sens i ^ 2) * D - B.sens j ^ 2 * D := by
        rw [sum_sub_distrib, ← sum_mul, sum_ite_eq' univ j, if_pos (mem_univ j)]
    _ = (1 - B.sens j ^ 2 / ∑ i, B.sens i ^ 2) * D * ∑ i, B.sens i ^ 2 := by
        linear_combination (-D) * hw

end

end ExchangeFractionFit
```

No separate assumption of a nonempty benchmark appears, since $j$ itself supplies a reaction. `key` is the displayed identity. `bound` estimates each term and uses an `if` to remove the contribution of $j$, so that the sum can still run over all reactions. The `calc` chain is the triangle inequality followed by the summation, and `le_of_mul_le_mul_right` performs the division by $W$.

This is the precise sense in which a sensitive reaction dominates: for a given $D$, the closer its share $d_j^2/W$ is to 1, the tighter the bound on the distance between the fit and its own fraction. In the opening example the first reaction has the share $100/101$, and with $D = 0.4$ the fit lies within $0.4/101 \approx 0.004$ of 0.2. High sensitivity relative to each other reaction is not enough, because many less sensitive reactions can together carry most of $W$.

```lean
#print axioms ExchangeFractionFit.least_squares_fraction
-- 'ExchangeFractionFit.least_squares_fraction' depends on axioms: [propext, Classical.choice, Quot.sound]
#print axioms ExchangeFractionFit.residual_pairwise
-- 'ExchangeFractionFit.residual_pairwise' depends on axioms: [propext, Classical.choice, Quot.sound]
#print axioms ExchangeFractionFit.sensitive_reaction_dominates
-- 'ExchangeFractionFit.sensitive_reaction_dominates' depends on axioms: [propext, Classical.choice, Quot.sound]
```

## Benchmarks with exchange-insensitive reactions

A different model would avoid individual fractions and work with $c_i = r_i - R_i - X_i$, the energy still missing at $a=0$. The error is then $a d_i - c_i$, and the minimiser is $\sum_i d_i c_i / \sum_i d_i^2$ as soon as one sensitivity is nonzero. Reactions with $d_i = 0$ would be allowed. They would leave the fitted fraction unchanged but add a constant $c_i^2$ each to the error, so a perfect fit would also require $c_i = 0$ for each of them, besides agreement among the fractions of the others.
